# The trace of a single Lie–Trotter step is exact through third order

When the partition function tr exp(−β(A+B)) of a quantum system whose Hamiltonian A+B is a finite matrix is approximated by tr[exp(−βA) exp(−βB)], its expansion in the inverse temperature β is reproduced through β³. The first possible error, at β⁴, is fixed by the commutator of A and B.

```lean
import Mathlib

open Matrix

namespace TrotterTrace

noncomputable section

variable {n K : Type*} [Fintype n] [DecidableEq n] [Field K]

/-- The propagator `exp(tA)` as a formal power series in `t` with matrix coefficients `A^k / k!`,
for a field of characteristic zero. -/
def expSeries (A : Matrix n n K) : PowerSeries (Matrix n n K) :=
  PowerSeries.mk fun k => ((k.factorial : K)⁻¹) • A ^ k

/-- The trace of a matrix-valued power series in `t`, taken coefficient by coefficient. -/
def traceSeries (F : PowerSeries (Matrix n n K)) : PowerSeries K :=
  PowerSeries.mk fun k => trace (PowerSeries.coeff k F)

/-- The `t^k` coefficient of `tr exp(tA)` is `tr(A^k) / k!`. -/
theorem coeff_trace_exp (A : Matrix n n K) (k : ℕ) :
    PowerSeries.coeff k (traceSeries (expSeries A)) = (k.factorial : K)⁻¹ * trace (A ^ k) := by
  simp only [traceSeries, expSeries, PowerSeries.coeff_mk, trace_smul, smul_eq_mul]

/-- The `t^k` coefficient of `tr(exp(tA) exp(tB))` is the sum of `tr(A^i B^(k-i)) / (i! (k-i)!)`
over `i` from `0` to `k`. -/
theorem coeff_trace_split (A B : Matrix n n K) (k : ℕ) :
    PowerSeries.coeff k (traceSeries (expSeries A * expSeries B)) =
      ∑ i ∈ Finset.range (k + 1),
        ((i.factorial : K)⁻¹ * ((k - i).factorial : K)⁻¹) * trace (A ^ i * B ^ (k - i)) := by
  simp only [traceSeries, expSeries, PowerSeries.coeff_mk, PowerSeries.coeff_mul, trace_sum,
    smul_mul_smul_comm, trace_smul, smul_eq_mul]
  exact Finset.Nat.sum_antidiagonal_eq_sum_range_succ
    (fun i j => ((i.factorial : K)⁻¹ * (j.factorial : K)⁻¹) * trace (A ^ i * B ^ j)) k

/-- The fourth moment of `A + B`, with words that are cyclic rotations of each other collected. -/
theorem trace_add_pow_four (A B : Matrix n n K) :
    trace ((A + B) ^ 4) = trace (A ^ 4) + 4 * trace (A ^ 3 * B) + 4 * trace (A ^ 2 * B ^ 2)
      + 2 * trace (A * B * A * B) + 4 * trace (A * B ^ 3) + trace (B ^ 4) := by
  have e : (A + B) ^ 4 = A ^ 4 + (A ^ 3 * B + A ^ 2 * B * A + A * B * A ^ 2 + B * A ^ 3)
      + (A ^ 2 * B ^ 2 + A * B ^ 2 * A + B ^ 2 * A ^ 2 + B * A ^ 2 * B)
      + (A * B * A * B + B * A * B * A)
      + (A * B ^ 3 + B * A * B ^ 2 + B ^ 2 * A * B + B ^ 3 * A) + B ^ 4 := by noncomm_ring
  -- each word is rotated to a standard representative
  have c1 : trace (A ^ 2 * B * A) = trace (A ^ 3 * B) := by
    rw [trace_mul_comm]; congr 1; noncomm_ring
  have c2 : trace (A * B * A ^ 2) = trace (A ^ 3 * B) := by
    rw [trace_mul_comm]; congr 1; noncomm_ring
  have c3 : trace (B * A ^ 3) = trace (A ^ 3 * B) := trace_mul_comm _ _
  have c4 : trace (A * B ^ 2 * A) = trace (A ^ 2 * B ^ 2) := by
    rw [trace_mul_comm]; congr 1; noncomm_ring
  have c5 : trace (B ^ 2 * A ^ 2) = trace (A ^ 2 * B ^ 2) := trace_mul_comm _ _
  have c6 : trace (B * A ^ 2 * B) = trace (A ^ 2 * B ^ 2) := by
    rw [mul_assoc, trace_mul_comm]; congr 1; noncomm_ring
  have c7 : trace (B * A * B * A) = trace (A * B * A * B) := by
    rw [trace_mul_comm]; congr 1; noncomm_ring
  have c8 : trace (B * A * B ^ 2) = trace (A * B ^ 3) := by
    rw [mul_assoc, trace_mul_comm]; congr 1; noncomm_ring
  have c9 : trace (B ^ 2 * A * B) = trace (A * B ^ 3) := by
    rw [mul_assoc, trace_mul_comm]; congr 1; noncomm_ring
  have c10 : trace (B ^ 3 * A) = trace (A * B ^ 3) := trace_mul_comm _ _
  rw [e]
  simp only [trace_add, c1, c2, c3, c4, c5, c6, c7, c8, c9, c10]
  ring

variable [CharZero K]

/-- The traces of the Lie-Trotter product `exp(tA) exp(tB)` and of `exp(t(A+B))` agree through
`t^3`, and their `t^4` coefficients differ by `(tr(AABB) - tr(ABAB)) / 12`. -/
theorem trace_trotter (A B : Matrix n n K) :
    (∀ k ≤ 3, PowerSeries.coeff k (traceSeries (expSeries A * expSeries B)) =
      PowerSeries.coeff k (traceSeries (expSeries (A + B)))) ∧
    PowerSeries.coeff 4 (traceSeries (expSeries A * expSeries B)) -
      PowerSeries.coeff 4 (traceSeries (expSeries (A + B))) =
        (trace (A ^ 2 * B ^ 2) - trace (A * B * A * B)) / 12 := by
  have h2 : trace ((A + B) ^ 2) = trace (A ^ 2) + 2 * trace (A * B) + trace (B ^ 2) := by
    have e : (A + B) ^ 2 = A ^ 2 + A * B + B * A + B ^ 2 := by noncomm_ring
    rw [e]
    simp only [trace_add, trace_mul_comm B A]
    ring
  have h3 : trace ((A + B) ^ 3) = trace (A ^ 3) + 3 * trace (A ^ 2 * B)
      + 3 * trace (A * B ^ 2) + trace (B ^ 3) := by
    have e : (A + B) ^ 3 = A ^ 3 + (A ^ 2 * B + A * B * A + B * A ^ 2)
        + (A * B ^ 2 + B * A * B + B ^ 2 * A) + B ^ 3 := by noncomm_ring
    have c1 : trace (A * B * A) = trace (A ^ 2 * B) := by
      rw [trace_mul_comm]; congr 1; noncomm_ring
    have c2 : trace (B * A * B) = trace (A * B ^ 2) := by
      rw [mul_assoc, trace_mul_comm]; congr 1; noncomm_ring
    rw [e]
    simp only [trace_add, c1, c2, trace_mul_comm B (A ^ 2), trace_mul_comm (B ^ 2) A]
    ring
  constructor
  · intro k hk
    rw [coeff_trace_split, coeff_trace_exp]
    interval_cases k
    · simp
    · simp [Finset.sum_range_succ, add_comm]
    · rw [h2]
      simp [Finset.sum_range_succ, Nat.factorial]
      ring
    · rw [h3]
      simp [Finset.sum_range_succ, Nat.factorial]
      ring
  · rw [coeff_trace_split, coeff_trace_exp, trace_add_pow_four]
    simp [Finset.sum_range_succ, Nat.factorial]
    ring

/-- The `t^4` error of the Lie-Trotter trace is `-tr([A,B]^2) / 24`. -/
theorem trace_error_commutator (A B : Matrix n n K) :
    PowerSeries.coeff 4 (traceSeries (expSeries A * expSeries B)) -
      PowerSeries.coeff 4 (traceSeries (expSeries (A + B))) =
        -trace ((A * B - B * A) ^ 2) / 24 := by
  have e : (A * B - B * A) ^ 2 =
      A * B * A * B + B * A * B * A - A * B ^ 2 * A - B * A ^ 2 * B := by noncomm_ring
  have c1 : trace (B * A * B * A) = trace (A * B * A * B) := by
    rw [trace_mul_comm]; congr 1; noncomm_ring
  have c2 : trace (A * B ^ 2 * A) = trace (A ^ 2 * B ^ 2) := by
    rw [trace_mul_comm]; congr 1; noncomm_ring
  have c3 : trace (B * A ^ 2 * B) = trace (A ^ 2 * B ^ 2) := by
    rw [mul_assoc, trace_mul_comm]; congr 1; noncomm_ring
  rw [(trace_trotter A B).2, e]
  simp only [trace_add, trace_sub, c1, c2, c3]
  ring

/-- For commuting matrices the splitting `exp(tA) exp(tB) = exp(t(A+B))` is exact. -/
theorem expSeries_mul_of_commute (A B : Matrix n n K) (h : A * B = B * A) :
    expSeries A * expSeries B = expSeries (A + B) := by
  have h' : Commute A B := h
  refine PowerSeries.ext fun k => ?_
  simp only [expSeries, PowerSeries.coeff_mul, PowerSeries.coeff_mk]
  rw [h'.add_pow', Finset.smul_sum]
  refine Finset.sum_congr rfl fun p hp => ?_
  obtain ⟨i, j⟩ := p
  obtain rfl : i + j = k := by simpa using hp
  have hi : (i.factorial : K) ≠ 0 := Nat.cast_ne_zero.mpr i.factorial_ne_zero
  have hj : (j.factorial : K) ≠ 0 := Nat.cast_ne_zero.mpr j.factorial_ne_zero
  have hk : ((i + j).factorial : K) ≠ 0 := Nat.cast_ne_zero.mpr (i + j).factorial_ne_zero
  have hf : ((i + j).choose i : K) * i.factorial * j.factorial = (i + j).factorial := by
    have hn := Nat.choose_mul_factorial_mul_factorial (Nat.le_add_right i j)
    rw [Nat.add_sub_cancel_left] at hn
    exact_mod_cast hn
  have hc : ((i + j).choose i : K) =
      (i + j).factorial * ((i.factorial : K)⁻¹ * (j.factorial : K)⁻¹) := by
    rw [← hf]
    field_simp
  rw [smul_mul_smul_comm, ← Nat.cast_smul_eq_nsmul K, smul_smul, hc, inv_mul_cancel_left₀ hk]

/-- The symmetric splitting `exp(tA/2) exp(tB) exp(tA/2)` has the same trace as the Lie-Trotter
product `exp(tA) exp(tB)`, to all orders in `t`. -/
theorem trace_symmetric_splitting (A B : Matrix n n K) :
    traceSeries (expSeries ((1 / 2 : K) • A) * expSeries B * expSeries ((1 / 2 : K) • A)) =
      traceSeries (expSeries A * expSeries B) := by
  -- cyclicity of the trace holds for series as well
  have cyc : ∀ F G : PowerSeries (Matrix n n K), traceSeries (F * G) = traceSeries (G * F) := by
    intro F G
    refine PowerSeries.ext fun k => ?_
    simp only [traceSeries, PowerSeries.coeff_mk, PowerSeries.coeff_mul, trace_sum]
    rw [← Finset.Nat.sum_antidiagonal_swap]
    exact Finset.sum_congr rfl fun p _ => trace_mul_comm _ _
  rw [cyc, ← mul_assoc, expSeries_mul_of_commute _ _ rfl, ← add_smul, add_halves, one_smul]

/-- For Hermitian `A` and `B` the `t^4` error of the Lie-Trotter trace is the sum of the squared
moduli of the entries of `[A,B]`, divided by `24`. -/
theorem trace_error_hermitian (A B : Matrix n n ℂ) (hA : A.IsHermitian) (hB : B.IsHermitian) :
    PowerSeries.coeff 4 (traceSeries (expSeries A * expSeries B)) -
      PowerSeries.coeff 4 (traceSeries (expSeries (A + B))) =
        (((∑ i, ∑ j, ‖(A * B - B * A) i j‖ ^ 2) / 24 : ℝ) : ℂ) := by
  rw [trace_error_commutator]
  have hC : (A * B - B * A)ᴴ = -(A * B - B * A) := by
    rw [conjTranspose_sub, conjTranspose_mul, conjTranspose_mul, hA.eq, hB.eq, neg_sub]
  generalize A * B - B * A = C at hC ⊢
  -- the commutator is anti-Hermitian
  have h : ∀ i j, C j i = -(starRingEnd ℂ) (C i j) := by
    intro i j
    have := congrFun (congrFun hC j) i
    rw [conjTranspose_apply, neg_apply] at this
    rw [starRingEnd_apply, this, neg_neg]
  have ht : trace (C ^ 2) = -∑ i, ∑ j, ((‖C i j‖ ^ 2 : ℝ) : ℂ) := by
    rw [pow_two, ← Finset.sum_neg_distrib]
    simp only [trace, diag_apply, mul_apply]
    refine Finset.sum_congr rfl fun i _ => ?_
    rw [← Finset.sum_neg_distrib]
    refine Finset.sum_congr rfl fun j _ => ?_
    rw [h i j, mul_neg, Complex.mul_conj, Complex.normSq_eq_norm_sq]
  rw [ht, neg_neg]
  push_cast
  rfl

/-- For Hermitian `A` and `B`, the traces of `exp(tA) exp(tB)` and `exp(t(A+B))` coincide to all
orders in `t` exactly when `A` and `B` commute. -/
theorem trace_exact_iff_commute (A B : Matrix n n ℂ) (hA : A.IsHermitian) (hB : B.IsHermitian) :
    traceSeries (expSeries A * expSeries B) = traceSeries (expSeries (A + B)) ↔
      A * B = B * A := by
  constructor
  · intro h
    have h4 := trace_error_hermitian A B hA hB
    rw [h, sub_self] at h4
    have h0 := Complex.ofReal_eq_zero.mp h4.symm
    have hs : ∑ i, ∑ j, ‖(A * B - B * A) i j‖ ^ 2 = 0 := by linarith
    -- a vanishing sum of squares has vanishing terms
    refine sub_eq_zero.mp ?_
    ext i j
    have hi := (Finset.sum_eq_zero_iff_of_nonneg (fun i _ => by positivity)).mp hs i
      (Finset.mem_univ i)
    have hj := (Finset.sum_eq_zero_iff_of_nonneg (fun j _ => by positivity)).mp hi j
      (Finset.mem_univ j)
    exact norm_eq_zero.mp ((pow_eq_zero_iff two_ne_zero).mp hj)
  · intro h
    rw [expSeries_mul_of_commute A B h]

/-- For the Pauli matrices `σx` and `σz` the `t^4` error of the Lie-Trotter trace is `1/3`. -/
theorem trace_error_pauli :
    PowerSeries.coeff 4 (traceSeries
        (expSeries !![(0 : ℂ), 1; 1, 0] * expSeries !![(1 : ℂ), 0; 0, -1])) -
      PowerSeries.coeff 4 (traceSeries
        (expSeries (!![(0 : ℂ), 1; 1, 0] + !![(1 : ℂ), 0; 0, -1]))) = 1 / 3 := by
  rw [trace_error_commutator, pow_two]
  norm_num [trace_fin_two, mul_apply, Fin.sum_univ_two]

end

end TrotterTrace
```

```lean
#print axioms TrotterTrace.trace_trotter
-- 'TrotterTrace.trace_trotter' depends on axioms: [propext, Classical.choice, Quot.sound]
#print axioms TrotterTrace.trace_symmetric_splitting
-- 'TrotterTrace.trace_symmetric_splitting' depends on axioms: [propext, Classical.choice, Quot.sound]
#print axioms TrotterTrace.trace_exact_iff_commute
-- 'TrotterTrace.trace_exact_iff_commute' depends on axioms: [propext, Classical.choice, Quot.sound]
#print axioms TrotterTrace.trace_error_pauli
-- 'TrotterTrace.trace_error_pauli' depends on axioms: [propext, Classical.choice, Quot.sound]
```

## Propagators as formal series

The finite type `n` labels the basis states, and A and B are matrices over a field `K`. `expSeries A` is the series in t with coefficients Aᵏ/k!, and `traceSeries` takes the trace of each coefficient. Characteristic zero (`CharZero K`) makes the factorials invertible. Setting t = −β gives the thermal case; over ℂ, t = −iτ gives evolution for a time τ with ħ = 1.

The main theorem, `trace_trotter`, says that the two trace series have equal coefficients for every k ≤ 3, and that at t⁴ the split coefficient minus the exact one is

(tr A²B² − tr ABAB)/12.

These are identities between coefficients, with no bound on the remainder at a given t. They concern one step with finite matrices, not the limit of many short steps in the Lie–Trotter product formula, nor unbounded operators.

## Counting words up to cyclic rotation

The coefficients of tᵏ in the split and exact traces are

split: Σᵢ₌₀ᵏ tr(Aⁱ Bᵏ⁻ⁱ) / (i! (k−i)!)

exact: tr((A+B)ᵏ) / k!

These are `coeff_trace_split` and `coeff_trace_exp`. At k = 0 both equal tr I, where I is the identity matrix, and at k = 1 both equal tr A + tr B. Cyclicity, tr XY = tr YX, gives the next two orders:

tr (A+B)² = tr A² + 2 tr AB + tr B²

tr (A+B)³ = tr A³ + 3 tr A²B + 3 tr AB² + tr B³

Division by 2 and 6 reproduces the split coefficients.

At fourth order, the six words with two A's and two B's fall into two classes: four are rotations of AABB and two are rotations of ABAB. Hence

tr (A+B)⁴ = tr A⁴ + 4 tr A³B + 4 tr A²B² + 2 tr ABAB + 4 tr AB³ + tr B⁴.

After division by 24, the terms with two A's and two B's, tr A²B²/6 + tr ABAB/12, stand against tr A²B²/4 in the split trace. All other terms cancel, leaving the stated difference.

The Lean proof follows this count. `noncomm_ring` expands the powers without reordering factors, `trace_mul_comm` rotates each word to its representative, and `ring` compares the scalar coefficients. `interval_cases k` separates the orders 0 to 3.

## The error as a commutator norm

Let C = AB − BA. Then

C² = ABAB + BABA − AB²A − BA²B

tr C² = 2 tr ABAB − 2 tr A²B²,

so the t⁴ error is −tr C²/24, as `trace_error_commutator` states.

For complex Hermitian A and B, C is anti-Hermitian: Cⱼᵢ = −Cᵢⱼ*, where the star denotes complex conjugation. Therefore

tr C² = Σᵢⱼ Cᵢⱼ Cⱼᵢ = −Σᵢⱼ |Cᵢⱼ|²,

and the error is Σᵢⱼ |Cᵢⱼ|²/24, which is `trace_error_hermitian`. It is never negative, and it vanishes only if every entry of C does.

Conversely, if A and B commute, the binomial theorem gives

Σᵢ₌₀ᵏ Aⁱ Bᵏ⁻ⁱ / (i! (k−i)!) = (A+B)ᵏ / k!

for every k, so the splitting is exact (`expSeries_mul_of_commute`). Together these arguments prove `trace_exact_iff_commute`: for Hermitian matrices, the trace series coincide exactly when A and B commute.

The Pauli matrices σx and σz show that agreement can stop at t³. Here C = −2iσy, so C² = −4I and tr C² = −8, and the error is 1/3 (`trace_error_pauli`).

## Symmetrising leaves the trace unchanged

Moving the last factor to the front gives

tr[exp(tA/2) exp(tB) exp(tA/2)] = tr[exp(tA/2) exp(tA/2) exp(tB)] = tr[exp(tA) exp(tB)].

`trace_symmetric_splitting` proves this to all orders. Its auxiliary statement `cyc` extends cyclicity to series by swapping the two indices in each product coefficient; the half-steps then merge because A/2 commutes with itself. When the partition function of a finite-dimensional quantum system is approximated by a single step, the symmetric splitting therefore gives the same trace series as the plain product.
